# An exponentially varying transverse frequency moves the variational dividing line off the saddle of a parabolic barrier

## Potential, dividing lines and units

A particle of unit mass moves in the plane. The coordinate $x$ runs along the reaction path and $y$ across it. The potential energy is
$$V(x,y) = -\frac a2\,x^2 + \frac{w^2}{2}\,e^{2cx}\,y^2,$$
with $a>0$, $w>0$ and $c$ any real number. Along $x$ this is an inverted parabola. Across the path it is a harmonic vibration whose angular frequency $w\,e^{cx}$ varies with the position on the path. For $c>0$ the channel becomes tighter towards larger $x$, and for $c<0$ it becomes looser.

The inverse temperature is $b = 1/(k_BT) > 0$. A dividing line is a straight line of constant $x$, and its configuration integral and free energy are
$$Z(x) = \int_{-\infty}^{\infty} e^{-bV(x,y)}\,dy, \qquad F(x) = -\frac{\ln Z(x)}{b}.$$
As $Z$ is a length, the zero of $F$ depends on the unit of length, but differences of $F$ do not.

## The rate through a line

Transition-state theory takes the rate to be the equilibrium one-way flux through the dividing line, divided by the reactant population. For unit mass the momentum $p$ along $x$ has a Gaussian distribution, and the mean forward velocity, with backward motion counted as zero, is
$$\frac{\int_0^\infty p\,e^{-bp^2/2}\,dp}{\int_{-\infty}^\infty e^{-bp^2/2}\,dp} = \frac{1/b}{\sqrt{2\pi/b}} = \frac{1}{\sqrt{2\pi b}}.$$
The rate through the line at $x$ is therefore
$$k(x) = \frac{Z(x)}{\sqrt{2\pi b}\;Q},$$
where $Q$ is the configuration integral of the reactants.

The number $Q$ cannot come from $V$ itself, because the inverted parabola falls without limit and has no reactant well. It stands for a well that lies outside the range where $V$ describes the system, and it is kept fixed while the line moves.

In classical mechanics a trajectory that crosses the line and turns back is still counted in the one-way flux, so $k(x)$ can only overestimate the true rate. Variational transition-state theory therefore looks for the line with the smallest $k(x)$, which is the line with the smallest $Z(x)$.

## Where the minimum lies

Put $s = c/(ab)$. The result is that
$$Z(s) < Z(x)\ \text{ for every } x\neq s, \qquad Z(s) = Z(0)\,e^{-c^2/(2ab)}.$$

The comparison with $x=0$ matters because conventional transition-state theory puts the line at the saddle point. The partial derivatives of $V$ are
$$\partial_xV = -ax + c\,w^2e^{2cx}y^2, \qquad \partial_yV = w^2e^{2cx}y.$$
The second vanishes only for $y=0$, and the first then reduces to $-ax$, which vanishes only for $x=0$. The origin is thus the only stationary point. It is a saddle, since $V$ falls along $x$ and rises along $y$.

For $c>0$ the minimum lies at positive $x$, on the tighter side. Moving there lowers the energy of the line, which raises $Z$, but it also narrows the channel, which lowers $Z$. Between $0$ and $s$ the narrowing has the stronger effect at each further step, and at $s$ the two contributions to the slope of $\ln Z$ cancel. Since $s = c\,k_BT/a$, the displacement grows with temperature.

For $c\neq0$, this two-dimensional classical model is an exactly solvable case in which the free-energy bottleneck and the saddle point of the potential differ.

## Gaussian integral and completed square

The Boltzmann factor separates into a part that depends on $x$ alone and a Gaussian in $y$:
$$e^{-bV(x,y)} = e^{abx^2/2}\,e^{-\kappa y^2}, \qquad \kappa = \frac{bw^2}{2}\,e^{2cx} > 0.$$
With $\int e^{-\kappa y^2}dy = \sqrt{\pi/\kappa}$ this gives
$$Z(x) = \sqrt{\frac{2\pi}{bw^2}}\;e^{abx^2/2-cx}.$$

By the definition of $s$ we have $c = abs$. Hence
$$\frac{ab}{2}x^2 - cx = \frac{ab}{2}x^2 - absx = \frac{ab}{2}(x-s)^2 - \frac{ab}{2}s^2.$$
At $x=s$ the exponent is $-abs^2/2$, so
$$Z(x) = Z(s)\,e^{ab(x-s)^2/2}.$$
The exponential exceeds 1 unless $x=s$, and $Z(s)$ is positive. This proves that $s$ is the unique minimiser. Setting $x=0$ gives $Z(0) = Z(s)\,e^{abs^2/2} = Z(s)\,e^{c^2/(2ab)}$, which is the second claim.

Taking the logarithm gives $F(x) = F(s) - a(x-s)^2/2$, so the free energy has its unique maximum where $Z$ has its minimum. Dividing $Z$ by the constant $\sqrt{2\pi b}\,Q$ gives $k(s) = k(0)\,e^{-c^2/(2ab)}$. The factor is below 1 when $c\neq0$. When $c=0$, the two lines coincide and nothing is lowered.

## An inverted barrier as counter-example

The condition $a>0$ says that $x=0$ is the top of a barrier. Take instead $a=-1$ and $b=w=c=1$, so that the origin is the bottom of a well. The Gaussian integral is unaffected, and
$$Z(x) = \sqrt{2\pi}\;e^{-x^2/2-x}.$$
Now $c/(ab) = -1$, and $Z(-1) = \sqrt{2\pi}\,e^{1/2}$ is larger than $Z(0)=\sqrt{2\pi}$. The point $c/(ab)$ has become the maximiser, and there is no minimiser at all, because $Z$ tends to zero in both directions without reaching it.

## The statement in Lean

The definitions `potential`, `lineZ`, `freeEnergy` and `tstRate` are $V$, $Z$, $F$ and $k$, with the parameters as explicit real arguments. The integral in `lineZ` is the Lebesgue integral over the whole real line. Lean gives the value 0 to the integral of a non-integrable function, so `lineZ_closed_form` states integrability together with the formula.

The main theorem, `variational_dividing_line`, has the hypotheses `0 < a`, `0 < w` and `0 < b`, and leaves `c` free. Its first half says that every real `x` other than `c / (a * b)` has a strictly larger configuration integral, which makes the minimum both global and unique. Its second half is the relation to the line at 0. The expression `-c ^ 2` means $-(c^2)$.

Three further theorems supply the physical setting:

- `stationary_iff` says that both partial derivatives of $V$ are zero at $(x,y)$ if and only if $x=0$ and $y=0$. Its bound variable `s` is a running coordinate and not $c/(ab)$.
- `freeEnergy_lt_max` says that $F(x)<F(c/(ab))$ for every other $x$.
- `tstRate_lowering` gives the factor between the two rates, and says that the rate is strictly lowered exactly when `c ≠ 0`.

The rate formula enters as a definition, and `Q` as any positive number. The motion is classical, and only straight lines of constant $x$ compete, so curved or tilted dividing lines are not considered. The theorems compare these rates with one another and do not say how close the lowest one comes to the true rate.

```lean
import Mathlib

open Real MeasureTheory

namespace VariationalTST

noncomputable section

/-- Potential energy with an inverted parabola along the reaction coordinate `x` and a
transverse harmonic vibration in `y` of frequency `w * exp (c * x)`, for unit mass. -/
def potential (a w c x y : ℝ) : ℝ :=
  -(a / 2) * x ^ 2 + w ^ 2 / 2 * exp (2 * c * x) * y ^ 2

/-- Configuration integral over the dividing line at `x`, at inverse temperature `b`. -/
def lineZ (a w b c x : ℝ) : ℝ :=
  ∫ y : ℝ, exp (-b * potential a w c x y)

/-- Free energy of the dividing line at `x`, at inverse temperature `b`. -/
def freeEnergy (a w b c x : ℝ) : ℝ :=
  -Real.log (lineZ a w b c x) / b

/-- Transition-state rate through the dividing line at `x` for unit mass, where `Q` is the
configuration integral of the reactants. -/
def tstRate (a w b c Q x : ℝ) : ℝ :=
  lineZ a w b c x / (√(2 * π * b) * Q)

/-- Both partial derivatives of the potential vanish at the origin and nowhere else. -/
theorem stationary_iff {a w : ℝ} (c : ℝ) (ha : 0 < a) (hw : 0 < w) (x y : ℝ) :
    (HasDerivAt (fun s => potential a w c s y) 0 x ∧
      HasDerivAt (fun t => potential a w c x t) 0 y) ↔ x = 0 ∧ y = 0 := by
  have hsq : ∀ t : ℝ, HasDerivAt (fun s : ℝ => s ^ 2) (2 * t) t := by
    intro t
    simpa using hasDerivAt_pow 2 t
  -- the two components of the gradient
  have hX : ∀ x y : ℝ, HasDerivAt (fun s => potential a w c s y)
      (-a * x + c * w ^ 2 * exp (2 * c * x) * y ^ 2) x := by
    intro x y
    have h1 : HasDerivAt (fun s : ℝ => exp (2 * c * s)) (exp (2 * c * x) * (2 * c)) x :=
      (((hasDerivAt_id' x).const_mul (2 * c)).exp).congr_deriv (by ring)
    exact (((hsq x).const_mul (-(a / 2))).fun_add
      ((h1.const_mul (w ^ 2 / 2)).mul_const (y ^ 2))).congr_deriv (by ring)
  have hY : ∀ x y : ℝ, HasDerivAt (fun t => potential a w c x t)
      (w ^ 2 * exp (2 * c * x) * y) y := by
    intro x y
    exact (((hsq y).const_mul (w ^ 2 / 2 * exp (2 * c * x))).const_add
      (-(a / 2) * x ^ 2)).congr_deriv (by ring)
  constructor
  · rintro ⟨h1, h2⟩
    have e2 := h2.unique (hY x y)
    have hne : w ^ 2 * exp (2 * c * x) ≠ 0 := by positivity
    have hy : y = 0 := (mul_eq_zero.1 e2.symm).resolve_left hne
    have e1 := h1.unique (hX x y)
    rw [hy] at e1
    have hax : a * x = 0 := by linear_combination e1
    exact ⟨(mul_eq_zero.1 hax).resolve_left ha.ne', hy⟩
  · rintro ⟨rfl, rfl⟩
    exact ⟨(hX 0 0).congr_deriv (by simp), (hY 0 0).congr_deriv (by simp)⟩

/-- The Boltzmann factor is integrable along every dividing line, and its integral is a
Gaussian prefactor times `exp (a * b * x ^ 2 / 2 - c * x)`. -/
theorem lineZ_closed_form (a c : ℝ) {w b : ℝ} (hw : 0 < w) (hb : 0 < b) (x : ℝ) :
    Integrable (fun y : ℝ => exp (-b * potential a w c x y)) ∧
      lineZ a w b c x = √(2 * π / (b * w ^ 2)) * exp (a * b * x ^ 2 / 2 - c * x) := by
  -- separate the barrier energy from the transverse Gaussian
  have h : (fun y : ℝ => exp (-b * potential a w c x y)) = fun y : ℝ =>
      exp (a * b * x ^ 2 / 2) * exp (-(b * w ^ 2 / 2 * exp (2 * c * x)) * y ^ 2) := by
    funext y
    rw [← Real.exp_add]
    congr 1
    unfold potential
    ring
  have hk : 0 < b * w ^ 2 / 2 * exp (2 * c * x) := by positivity
  refine ⟨?_, ?_⟩
  · rw [h]
    exact (integrable_exp_neg_mul_sq hk).const_mul _
  · have h2 : π / (b * w ^ 2 / 2 * exp (2 * c * x)) =
        2 * π / (b * w ^ 2) * exp (-(c * x)) ^ 2 := by
      rw [show 2 * c * x = c * x + c * x by ring, Real.exp_add, Real.exp_neg]
      field_simp
    unfold lineZ
    rw [h, integral_const_mul, integral_gaussian, h2, Real.sqrt_mul (by positivity),
      Real.sqrt_sq (Real.exp_pos _).le, sub_eq_add_neg, Real.exp_add]
    ring

/-- The configuration integral of every dividing line is positive. -/
theorem lineZ_pos (a c : ℝ) {w b : ℝ} (hw : 0 < w) (hb : 0 < b) (x : ℝ) :
    0 < lineZ a w b c x := by
  rw [(lineZ_closed_form a c hw hb x).2]
  positivity

/-- The configuration integral at `x` is its value at `c / (a * b)` times the exponential of `a * b
/ 2` times the squared displacement from `c / (a * b)`. -/
theorem lineZ_eq_displaced {a w b : ℝ} (c : ℝ) (ha : 0 < a) (hw : 0 < w) (hb : 0 < b)
    (x : ℝ) :
    lineZ a w b c x =
      lineZ a w b c (c / (a * b)) * exp (a * b / 2 * (x - c / (a * b)) ^ 2) := by
  have hs : a * b * (c / (a * b)) = c := mul_div_cancel₀ c (mul_pos ha hb).ne'
  generalize c / (a * b) = s at hs ⊢
  -- complete the square in the exponent
  have he : exp (a * b * x ^ 2 / 2 - c * x) =
      exp (a * b * s ^ 2 / 2 - c * s) * exp (a * b / 2 * (x - s) ^ 2) := by
    rw [← Real.exp_add]
    congr 1
    linear_combination (x - s) * hs
  rw [(lineZ_closed_form a c hw hb x).2, (lineZ_closed_form a c hw hb s).2, he]
  ring

/-- The configuration integral has its unique minimum at `x = c / (a * b)`, where it equals
its value at `x = 0` times `exp (-c ^ 2 / (2 * a * b))`. -/
theorem variational_dividing_line {a w b : ℝ} (c : ℝ) (ha : 0 < a) (hw : 0 < w)
    (hb : 0 < b) :
    (∀ x, x ≠ c / (a * b) → lineZ a w b c (c / (a * b)) < lineZ a w b c x) ∧
      lineZ a w b c (c / (a * b)) = lineZ a w b c 0 * exp (-c ^ 2 / (2 * a * b)) := by
  constructor
  · intro x hx
    have h2 : 0 < (x - c / (a * b)) ^ 2 :=
      lt_of_le_of_ne (sq_nonneg _) (Ne.symm (pow_ne_zero 2 (sub_ne_zero.2 hx)))
    have h3 : 1 < exp (a * b / 2 * (x - c / (a * b)) ^ 2) :=
      Real.one_lt_exp_iff.2 (mul_pos (by positivity) h2)
    rw [lineZ_eq_displaced c ha hw hb x]
    exact lt_mul_of_one_lt_right (lineZ_pos a c hw hb _) h3
  · -- the two exponential factors cancel
    have h : exp (a * b / 2 * (0 - c / (a * b)) ^ 2) * exp (-c ^ 2 / (2 * a * b)) = 1 := by
      have h0 : a * b / 2 * (0 - c / (a * b)) ^ 2 + -c ^ 2 / (2 * a * b) = 0 := by
        field_simp
        ring
      rw [← Real.exp_add, h0, Real.exp_zero]
    rw [lineZ_eq_displaced c ha hw hb 0]
    linear_combination (-lineZ a w b c (c / (a * b))) * h

/-- The free energy of the dividing line has its unique maximum at `x = c / (a * b)`. -/
theorem freeEnergy_lt_max {a w b : ℝ} (c : ℝ) (ha : 0 < a) (hw : 0 < w) (hb : 0 < b)
    (x : ℝ) (hx : x ≠ c / (a * b)) :
    freeEnergy a w b c x < freeEnergy a w b c (c / (a * b)) := by
  have hlog := Real.log_lt_log (lineZ_pos a c hw hb _)
    ((variational_dividing_line c ha hw hb).1 x hx)
  unfold freeEnergy
  rw [div_lt_div_iff_of_pos_right hb]
  linarith

/-- Moving the dividing line from `x = 0` to `x = c / (a * b)` multiplies the transition-state
rate by `exp (-c ^ 2 / (2 * a * b))`, and the rate is strictly lowered exactly when `c ≠ 0`. -/
theorem tstRate_lowering {a w b Q : ℝ} (c : ℝ) (ha : 0 < a) (hw : 0 < w) (hb : 0 < b)
    (hQ : 0 < Q) :
    tstRate a w b c Q (c / (a * b)) =
        tstRate a w b c Q 0 * exp (-c ^ 2 / (2 * a * b)) ∧
      (tstRate a w b c Q (c / (a * b)) < tstRate a w b c Q 0 ↔ c ≠ 0) := by
  have hD : 0 < √(2 * π * b) * Q := by positivity
  unfold tstRate
  constructor
  · rw [(variational_dividing_line c ha hw hb).2]
    ring
  · rw [div_lt_div_iff_of_pos_right hD]
    constructor
    · intro h hc
      subst hc
      simp at h
    · intro hc
      exact (variational_dividing_line c ha hw hb).1 0
        (div_ne_zero hc (mul_pos ha hb).ne').symm

end

end VariationalTST
```

```lean
#print axioms VariationalTST.stationary_iff
#print axioms VariationalTST.variational_dividing_line
#print axioms VariationalTST.freeEnergy_lt_max
#print axioms VariationalTST.tstRate_lowering
```

```
'VariationalTST.stationary_iff' depends on axioms: [propext, Classical.choice, Quot.sound]
'VariationalTST.variational_dividing_line' depends on axioms: [propext, Classical.choice, Quot.sound]
'VariationalTST.freeEnergy_lt_max' depends on axioms: [propext, Classical.choice, Quot.sound]
'VariationalTST.tstRate_lowering' depends on axioms: [propext, Classical.choice, Quot.sound]
```

## From the gradient to the Gaussian

In `stationary_iff`, the auxiliary facts `hX` and `hY` compute the two components of the gradient. A function has at most one derivative at a point, so a derivative assumed to be 0 must equal the computed expression. The proof then follows the order used above: the $y$ component gives $y=0$ because its prefactor is positive, and the $x$ component reduces to $ax=0$. For the converse, the computed derivatives are evaluated at the origin.

In `lineZ_closed_form`, the step `h` separates the Boltzmann factor into its two exponentials, and `hk` records that $\kappa>0$. Mathlib's `integrable_exp_neg_mul_sq` then gives integrability, and `integral_gaussian` gives $\sqrt{\pi/\kappa}$. The step `h2` writes $\pi/\kappa$ as $2\pi/(bw^2)$ times the square of $e^{-cx}$, so that the square root releases $e^{-cx}$ as a factor. Positivity of $Z$, in `lineZ_pos`, can be read off from the closed form.

## Completing the square with `linear_combination`

The argument turns on `lineZ_eq_displaced`, the formal version of $Z(x) = Z(s)\,e^{ab(x-s)^2/2}$. Its first step proves `hs`, the equation $ab\cdot c/(ab) = c$. The `generalize` command then replaces the quotient by a plain variable $s$, of which only $abs=c$ is remembered. No division by $ab$ remains, and the exponents are polynomials in $a$, $b$, $c$, $x$ and $s$.

What has to be shown is
$$\frac{ab}{2}x^2 - cx = \frac{ab}{2}s^2 - cs + \frac{ab}{2}(x-s)^2.$$
This is not an identity for independent variables; it needs $abs=c$. The difference between the left and right sides is
$$(x-s)(abs-c),$$
a multiple of the difference between the two sides of `hs`. The line `linear_combination (x - s) * hs` names exactly this multiplier. The tactic subtracts the multiplied equation from the goal and leaves a polynomial identity, which it checks by ring arithmetic. The user supplies the coefficient, and the expansion of the square is automatic.

## Minimum, free energy and rate

The first half of `variational_dividing_line` shows that $(x-s)^2>0$ for $x\neq s$, so the exponential in the displaced form exceeds 1. Multiplying the positive number $Z(s)$ by it gives something larger. For the second half, the displaced form is used at $x=0$. The step `h` shows that $e^{abs^2/2}$ and $e^{-c^2/(2ab)}$ multiply to 1, and another `linear_combination` finishes the calculation.

In `freeEnergy_lt_max`, the logarithm preserves the strict inequality between the configuration integrals, and the minus sign reverses it. In `tstRate_lowering`, the common positive denominator is removed from the comparison. If $c=0$, a strict lowering would make a number smaller than itself. If $c\neq0$, then $0\neq c/(ab)$, and the main theorem applied at $x=0$ gives the strict inequality.
